# For a constant potential equal to the energy, u = c r^(l+1) solves the radial Schrödinger equation, and its square integrates to R u(R)²/(2l + 3) over the core

The theorem `core_norm_sharp` concerns one particle of angular momentum l in a fixed potential that is constant and equal to the energy e, in atomic units. It states that u(r) = c r^(l+1) vanishes at the origin and satisfies u″ = l(l+1)u/r² for 0 < r < R, and that the integral of u² from 0 to R is R u(R)²/(2l + 3). The constant c is any real number and u is not normalised, so for R > 0 the integral is a squared norm over the core and not a probability. The proof gets the two derivatives from the power rule, matches them to the required forms by algebra, and computes the integral with `integral_pow`.

The first attempt, which Lean rejects:

```lean
import Mathlib

open Set intervalIntegral

namespace NormConservationLimit

/-- The function `u`, with derivative `p`, solves the radial Schrödinger equation (atomic units)
with angular momentum `l`, potential `V` and energy `e` inside the core radius `R`,
and vanishes at the origin. -/
structure IsRadialSolution (l : ℕ) (V : ℝ → ℝ) (e R : ℝ) (u p : ℝ → ℝ) : Prop where
  cont_u : ContinuousOn u (Icc 0 R)
  cont_p : ContinuousOn p (Icc 0 R)
  deriv_u : ∀ r ∈ Ioo 0 R, HasDerivAt u (p r) r
  deriv_p : ∀ r ∈ Ioo 0 R,
    HasDerivAt p (((l : ℝ) * (l + 1) / r ^ 2 + 2 * (V r - e)) * u r) r
  origin : u 0 = 0

/-- For `r ≠ 0` and a natural number `l`, the expression `l * r ^ (l - 1)` equals `l * r ^ l / r`.
-/
lemma mul_pow_pred {r : ℝ} (hr : r ≠ 0) (l : ℕ) :
    (l : ℝ) * r ^ (l - 1) = l * r ^ l / r := by
  cases l with
  | zero => simp
  | succ n =>
    rw [Nat.add_sub_cancel, pow_succ]
    field_simp

variable {l : ℕ} {V u p : ℝ → ℝ} {e R : ℝ}

/-- For a constant potential equal to the energy, `c r ^ (l + 1)` is a solution whose norm
equals `R u(R)² / (2l + 3)`. -/
theorem core_norm_sharp (l : ℕ) (c e R : ℝ) :
    IsRadialSolution l (fun _ => e) e R (fun r => c * r ^ (l + 1))
      (fun r => c * (((l : ℝ) + 1) * r ^ l)) ∧
    ∫ r in (0 : ℝ)..R, (c * r ^ (l + 1)) ^ 2 = R * (c * R ^ (l + 1)) ^ 2 / (2 * l + 3) := by
  refine ⟨⟨by fun_prop, by fun_prop, ?_, ?_, by simp⟩, ?_⟩
  · intro r _
    refine ((hasDerivAt_pow (l + 1) r).const_mul c).congr_deriv ?_
    simp only [add_tsub_cancel_right]
    push_cast
    ring
  · intro r hr
    have hr0 : r ≠ 0 := hr.1.ne'
    refine (((hasDerivAt_pow l r).const_mul ((l : ℝ) + 1)).const_mul c).congr_deriv ?_
    rw [mul_pow_pred hr0 l, pow_succ]
    simp only [sub_self, mul_zero, add_zero]
    field_simp
  · have hs : ∀ r : ℝ, (c * r ^ (l + 1)) ^ 2 = c ^ 2 * r ^ (2 * l + 2) := fun r => by ring
    have hc : ((2 * l + 2 : ℕ) : ℝ) + 1 = 2 * l + 3 := by push_cast; ring
    simp only [hs]
    rw [integral_const_mul, integral_pow, zero_pow (by omega), hc, sub_zero]
    ring

end NormConservationLimit
```

Compiling this gives:

```
Main.lean:42:2: error: unsolved goals
case refine_2
l : ℕ
c e R r : ℝ
hr : r ∈ Ioo 0 R
hr0 : r ≠ 0
⊢ c * ↑l * r ^ l * r = c * ↑l * r ^ (l + 1)
```

Diagnosis. The one error is a goal left open in the second bullet, which checks the derivative of `p`, that is, the radial equation itself. After `field_simp` has cleared the denominators, what remains is `c * ↑l * r ^ l * r = c * ↑l * r ^ (l + 1)`. This is true, but the two sides write the same power of `r` differently, and no tactic follows to close the goal.

The earlier `rw [..., pow_succ]` did not prevent this. `rw` settles its pattern on the first match, here the `r ^ 2` in the centrifugal term, since 2 can be read as 1 + 1. It then rewrites only instances of that same power, so `r ^ (l + 1)` stays whole. `field_simp` does not split it either, and the two sides fail to agree.

The diff adds `ring` after `field_simp`. `ring` can combine powers with a variable exponent, so it identifies `r ^ l * r` with `r ^ (l + 1)` and closes the goal.

After these edits no error is left:

```diff
@@ -46,4 +46,5 @@
     simp only [sub_self, mul_zero, add_zero]
     field_simp
+    ring
   · have hs : ∀ r : ℝ, (c * r ^ (l + 1)) ^ 2 = c ^ 2 * r ^ (2 * l + 2) := fun r => by ring
     have hc : ((2 * l + 2 : ℕ) : ℝ) + 1 = 2 * l + 3 := by push_cast; ring
```
